# A slope jump at the matching radius is a point source in the weak radial Schrödinger equation

Join two exact solutions of the radial Schrödinger equation, written for the radial wavefunction times the radius, at a sphere radius $R$, then check the equation separately inside and outside. The residual is zero on both sides whether or not the slopes match, so this check accepts functions that do not solve the equation across the sphere. For $\kappa>0$, the function $e^{-\kappa|x-R|}$ satisfies $f''=\kappa^2 f$ on either side of $R$ and decays in both directions, so on the whole line it would pass as a bound state of a free particle in one dimension at energy $-\kappa^2$, in units with $\hbar^2/2m=1$. (It does not vanish at $x=0$, so it is not an admissible radial bound state; it serves here only as a simple function with a kink.) What the check misses is the kink at $R$.

The weak form of the equation registers it. Let $f$ be continuous on $[0,L]$ and solve $f''=(V-E)f$ on $[0,R]$ and on $[R,L]$, with $0<R<L$ and $V$ continuous on $[0,L]$. For every continuously differentiable $g$ with $g(0)=g(L)=0$,

$$\int_0^L \bigl(f'g'+(V-E)fg\bigr)\,dx=\bigl(f'(R^-)-f'(R^+)\bigr)\,g(R).$$

In the language of distributions, $-f''+(V-E)f$ is a delta function at $R$ whose strength is the slope jump, inner minus outer. In an augmented-wave construction for a single electron in a given potential, a slope mismatch at the sphere leaves a source of this kind in the radial channel concerned. If the function on either side is not an exact solution there, that adds a residual of its own.

```lean
import Mathlib

open Set MeasureTheory

namespace KinkSurfaceSource

noncomputable section
```

## The radial equation on a closed segment

Units are chosen so that $\hbar^2/2m=1$. The function $f$ stands for the radial wavefunction multiplied by the radius, which removes the first-derivative term, and $V$ includes any centrifugal term. On a segment $[a,b]$ the second-order equation is written as a first-order pair,

$$f'=p,\qquad p'=(V-E)f .$$

`IsSolutionOn V E a b f p` states this pair. `HasDerivWithinAt` takes derivatives using only points of $[a,b]$, so on a segment of positive length the slope at an endpoint is the one-sided derivative. With slope $p$ on $[0,R]$ and slope $q$ on $[R,L]$, we have $p(R)=f'(R^-)$ and $q(R)=f'(R^+)$. Both segments refer to the same function $f$, with the same value at $R$, and this encodes its continuity there.

```lean
/-- The function `f` has slope `p` on `[a, b]` and obeys `f'' = (V - E) f` there;
at the endpoints the derivatives are one-sided. -/
structure IsSolutionOn (V : ℝ → ℝ) (E a b : ℝ) (f p : ℝ → ℝ) : Prop where
  slope : ∀ x ∈ Icc a b, HasDerivWithinAt f (p x) (Icc a b) x
  schrodinger : ∀ x ∈ Icc a b, HasDerivWithinAt p ((V x - E) * f x) (Icc a b) x
```

The test function $g$ has a continuous derivative, called `dg`, on the whole interval. It must be smooth across $R$ in this sense, although $f$ need not be.

```lean
/-- The function `g` is continuously differentiable on `[a, b]` with derivative `dg`. -/
structure IsC1On (g dg : ℝ → ℝ) (a b : ℝ) : Prop where
  slope : ∀ x ∈ Icc a b, HasDerivWithinAt g (dg x) (Icc a b) x
  cont : ContinuousOn dg (Icc a b)
```

## The weak form

For real functions, the integrand is

$$f'g'+(V-E)fg .$$

In Lean it is built from the ordinary two-sided derivatives `deriv f` and `deriv g`. At a kink `deriv f` takes the default value zero, which has no effect on the integral because a single point has measure zero.

```lean
/-- The integrand `f' g' + (V - E) f g` of the weak Schrödinger equation. -/
def density (V : ℝ → ℝ) (E : ℝ) (f g : ℝ → ℝ) (x : ℝ) : ℝ :=
  deriv f x * deriv g x + (V x - E) * f x * g x
```

Integrating from $a$ to $b$ gives the weak form.

```lean
/-- The integral of `f' g' + (V - E) f g` from `a` to `b`. -/
def weakForm (V : ℝ → ℝ) (E a b : ℝ) (f g : ℝ → ℝ) : ℝ :=
  ∫ x in a..b, density V E f g x
```

The argument treats one segment at a time, so the test function has to be restricted. If $g$ is continuously differentiable on $[a,b]$, it is so on any $[c,d]\subseteq[a,b]$.

```lean
variable {V f g dg p q : ℝ → ℝ} {E a b R L : ℝ}

/-- A continuously differentiable function remains so on a smaller interval. -/
theorem IsC1On.mono {c d : ℝ} (hg : IsC1On g dg a b) (h : Icc c d ⊆ Icc a b) :
    IsC1On g dg c d :=
  ⟨fun x hx => (hg.slope x (h hx)).mono h, hg.cont.mono h⟩
```

## Integration by parts on one segment

On a segment where $f$ solves the equation, the product rule gives

$$(pg)'=p'g+pg'=(V-E)fg+f'g' .$$

The integrand is therefore a total derivative, and

$$\int_a^b\bigl(f'g'+(V-E)fg\bigr)\,dx=p(b)g(b)-p(a)g(a).$$

The proof of `segment_green` first shows that $p\,g'+(V-E)fg$, written with the one-sided slopes, is continuous and hence integrable. The step `hd` is the product rule in the open interval. The step `hae` shows that this expression agrees with `density` almost everywhere, since the slopes within the segment are ordinary derivatives at interior points. The fundamental theorem of calculus, `integral_eq_sub_of_hasDerivAt_of_le`, then supplies the boundary terms. The theorem also returns integrability of `density`, which is needed to add neighbouring segments.

```lean
/-- On a segment where `f` solves the radial equation, the integrand of the weak form is integrable
and its integral is the difference of the boundary terms `f' g`. -/
theorem segment_green (hab : a ≤ b) (hV : ContinuousOn V (Icc a b))
    (hf : IsSolutionOn V E a b f p) (hg : IsC1On g dg a b) :
    IntervalIntegrable (density V E f g) volume a b ∧
      weakForm V E a b f g = p b * g b - p a * g a := by
  have cf : ContinuousOn f (Icc a b) := fun x hx => (hf.slope x hx).continuousWithinAt
  have cp : ContinuousOn p (Icc a b) := fun x hx => (hf.schrodinger x hx).continuousWithinAt
  have cg : ContinuousOn g (Icc a b) := fun x hx => (hg.slope x hx).continuousWithinAt
  have hc : ContinuousOn (fun x => p x * dg x + (V x - E) * f x * g x) (Icc a b) :=
    (cp.mul hg.cont).add (((hV.sub continuousOn_const).mul cf).mul cg)
  have hi : IntervalIntegrable (fun x => p x * dg x + (V x - E) * f x * g x) volume a b :=
    hc.intervalIntegrable_of_Icc hab
  -- the product rule turns the integrand into the derivative of `f' g`
  have hd : ∀ x ∈ Ioo a b, HasDerivAt (fun y => p y * g y)
      (p x * dg x + (V x - E) * f x * g x) x := by
    intro x hx
    have hn := Icc_mem_nhds hx.1 hx.2
    have hx' := Ioo_subset_Icc_self hx
    exact (((hf.schrodinger x hx').hasDerivAt hn).fun_mul
      ((hg.slope x hx').hasDerivAt hn)).congr_deriv (by ring)
  -- away from the endpoint the one-sided slopes are ordinary derivatives
  have hne : ∀ᵐ x : ℝ ∂volume, x ≠ b := by simp [ae_iff]
  have hae : ∀ᵐ x : ℝ ∂volume, x ∈ uIoc a b →
      p x * dg x + (V x - E) * f x * g x = density V E f g x := by
    filter_upwards [hne] with x hxb hx
    rw [uIoc_of_le hab] at hx
    have hn := Icc_mem_nhds hx.1 (lt_of_le_of_ne hx.2 hxb)
    have hx' : x ∈ Icc a b := ⟨hx.1.le, hx.2⟩
    rw [density, ((hf.slope x hx').hasDerivAt hn).deriv,
      ((hg.slope x hx').hasDerivAt hn).deriv]
  have hcg : ContinuousOn (fun y => p y * g y) (Icc a b) := cp.mul cg
  have e : weakForm V E a b f g = ∫ x in a..b, (p x * dg x + (V x - E) * f x * g x) :=
    (intervalIntegral.integral_congr_ae hae).symm
  have key := intervalIntegral.integral_eq_sub_of_hasDerivAt_of_le hab hcg hd hi
  exact ⟨intervalIntegrable_iff.2 (Integrable.congr (intervalIntegrable_iff.1 hi)
    ((ae_restrict_iff' measurableSet_uIoc).2 hae)), e.trans key⟩
```

## The kink as a source

Apply the segment formula on each side of $R$:

$$\int_0^R(\cdots)\,dx=p(R)g(R)-p(0)g(0),\qquad
\int_R^L(\cdots)\,dx=q(L)g(L)-q(R)g(R).$$

The terms at $0$ and $L$ vanish with $g$. The two terms at $R$ have opposite signs and add to $(p(R)-q(R))g(R)$. They cancel when the slopes agree and leave a source when they do not.

In `kink_surface_source`, `hin` and `hout` are the inner and outer equations, and `g0` and `gL` are the boundary conditions on the test function. The function $f$ itself has no boundary condition to meet. The proof restricts $V$ and $g$ to the two segments, adds the integrals as `e3`, and substitutes the boundary values.

Continuity of $V$ on the closed interval $[0,L]$ is a real restriction: it excludes a Coulomb singularity or a nonzero centrifugal term at the origin, as well as a potential step at $R$.

```lean
/-- Kink as surface source: if `f` solves the radial equation on `[0, R]` and on `[R, L]`,
its weak form with a test function `g` vanishing at `0` and `L` is the jump
`f'(R-) - f'(R+)` times `g(R)`. -/
theorem kink_surface_source (hR : 0 < R) (hL : R < L) (hV : ContinuousOn V (Icc 0 L))
    (hin : IsSolutionOn V E 0 R f p) (hout : IsSolutionOn V E R L f q)
    (hg : IsC1On g dg 0 L) (g0 : g 0 = 0) (gL : g L = 0) :
    weakForm V E 0 L f g = (p R - q R) * g R := by
  have s1 : Icc 0 R ⊆ Icc 0 L := Icc_subset_Icc_right hL.le
  have s2 : Icc R L ⊆ Icc 0 L := Icc_subset_Icc_left hR.le
  obtain ⟨i1, e1⟩ := segment_green hR.le (hV.mono s1) hin (hg.mono s1)
  obtain ⟨i2, e2⟩ := segment_green hL.le (hV.mono s2) hout (hg.mono s2)
  have e3 : weakForm V E 0 L f g = weakForm V E 0 R f g + weakForm V E R L f g :=
    (intervalIntegral.integral_add_adjacent_intervals i1 i2).symm
  rw [e3, e1, e2, g0, gL]
  ring
```

## Several matching radii

Let $r_0\le r_1\le\dots\le r_{n+1}$, and let $f$ solve the equation on each segment $[r_i,r_{i+1}]$ with slope $s_i$, for $0\le i\le n$. Summing the segment formulas and collecting the two terms at each interior radius gives

$$\int_{r_0}^{r_{n+1}}(\cdots)\,dx=s_n(r_{n+1})g(r_{n+1})-s_0(r_0)g(r_0)
+\sum_{i=0}^{n-1}\bigl(s_i(r_{i+1})-s_{i+1}(r_{i+1})\bigr)g(r_{i+1}).$$

Here $g$ need not vanish at the ends, so the outer boundary terms remain. For $n=0$ the sum is empty and the single-segment formula returns. Radii may coincide: the slope assigned to a segment of zero length is arbitrary, and its contributions cancel. Since $r_0$ may be positive, this version also applies to potentials that are singular only at the origin, provided that the interval starts away from it.

The proof is by induction on $n$. Adding a segment contributes a new outer boundary term and a term at the old outer radius, which combines with the previous boundary term to form one more kink.

```lean
/-- For a function solving the radial equation between successive radii `r 0, ..., r (n+1)`,
the weak form is the outer boundary terms plus one kink source at each interior radius. -/
theorem many_kinks_green {r : ℕ → ℝ} (hr : Monotone r) {s : ℕ → ℝ → ℝ} (n : ℕ)
    (hV : ContinuousOn V (Icc (r 0) (r (n + 1))))
    (hf : ∀ i ≤ n, IsSolutionOn V E (r i) (r (i + 1)) f (s i))
    (hg : IsC1On g dg (r 0) (r (n + 1))) :
    IntervalIntegrable (density V E f g) volume (r 0) (r (n + 1)) ∧
      weakForm V E (r 0) (r (n + 1)) f g =
        s n (r (n + 1)) * g (r (n + 1)) - s 0 (r 0) * g (r 0) +
        ∑ i ∈ Finset.range n,
          (s i (r (i + 1)) - s (i + 1) (r (i + 1))) * g (r (i + 1)) := by
  induction n with
  | zero => simpa using segment_green (hr (Nat.zero_le 1)) hV (hf 0 le_rfl) hg
  | succ n ih =>
    have h1 : r 0 ≤ r (n + 1) := hr (Nat.zero_le _)
    have h2 : r (n + 1) ≤ r (n + 1 + 1) := hr (Nat.le_succ _)
    obtain ⟨i1, e1⟩ := ih (hV.mono (Icc_subset_Icc_right h2))
      (fun i hi => hf i (by omega)) (hg.mono (Icc_subset_Icc_right h2))
    -- the added segment turns the old outer boundary term into a kink
    obtain ⟨i2, e2⟩ := segment_green h2 (hV.mono (Icc_subset_Icc_left h1))
      (hf (n + 1) le_rfl) (hg.mono (Icc_subset_Icc_left h1))
    refine ⟨i1.trans i2, ?_⟩
    have e3 : weakForm V E (r 0) (r (n + 1 + 1)) f g =
        weakForm V E (r 0) (r (n + 1)) f g + weakForm V E (r (n + 1)) (r (n + 1 + 1)) f g :=
      (intervalIntegral.integral_add_adjacent_intervals i1 i2).symm
    rw [e3, e1, e2, Finset.sum_range_succ]
    ring
```

## Matching slopes as the weak equation

If $p(R)=q(R)$, the source is zero and the weak form vanishes for every admissible $g$. Conversely, suppose that it vanishes for all of them. Choose $g(x)=x(L-x)$, which is zero at both ends and positive at $R$. Then

$$0=(p(R)-q(R))\,R(L-R),$$

and $R(L-R)>0$ forces $p(R)=q(R)$.

The theorem `weak_solution_iff_no_kink` states this equivalence. It characterises solutions across the sphere at a given $E$. It does not select eigenvalues, which would also require boundary conditions on $f$ at $0$ and $L$. In the proof, the first branch checks that the parabola is an admissible test function and divides by its nonzero value at $R$; the second inserts equal slopes into the source formula.

```lean
/-- The weak form vanishes for every test function that is zero at `0` and `L` exactly
when the inner and outer slopes agree at the sphere radius. -/
theorem weak_solution_iff_no_kink (hR : 0 < R) (hL : R < L)
    (hV : ContinuousOn V (Icc 0 L))
    (hin : IsSolutionOn V E 0 R f p) (hout : IsSolutionOn V E R L f q) :
    (∀ g dg : ℝ → ℝ, IsC1On g dg 0 L → g 0 = 0 → g L = 0 → weakForm V E 0 L f g = 0) ↔
      p R = q R := by
  constructor
  · intro h
    -- the parabola `x (L - x)` is nonzero at the sphere and detects the kink
    have hg : IsC1On (fun x => x * (L - x)) (fun x => L - 2 * x) 0 L := by
      refine ⟨fun x _ => ?_, by fun_prop⟩
      exact (((hasDerivAt_id' x).fun_mul ((hasDerivAt_id' x).const_sub L)).congr_deriv
        (by ring)).hasDerivWithinAt
    have h0 := h _ _ hg (by ring) (by ring)
    rw [kink_surface_source hR hL hV hin hout hg (by ring) (by ring)] at h0
    have hpos : R * (L - R) ≠ 0 := (mul_pos hR (sub_pos.2 hL)).ne'
    exact sub_eq_zero.1 ((mul_eq_zero.1 h0).resolve_right hpos)
  · intro h g dg hg g0 gL
    rw [kink_surface_source hR hL hV hin hout hg g0 gL, h, sub_self, zero_mul]
```

## The exponential cusp and its source strength

The function from the opening is now taken for any real $\kappa$:

$$f(x)=e^{-\kappa|x-R|}.$$

```lean
/-- The cusp function `exp (-κ |x - R|)`. -/
def cusp (κ R x : ℝ) : ℝ := Real.exp (-κ * |x - R|)
```

On each side of $R$ it is a single exponential $e^{c(x-R)}$ with $c^2=\kappa^2$. Differentiating twice gives

$$f''=c^2f=\kappa^2f=\bigl(0-(-\kappa^2)\bigr)f,$$

which is the equation with $V=0$ and $E=-\kappa^2$. The lemma `cusp_segment` carries out this calculation. Its hypothesis `h` says that the exponent has the required linear form on the segment, and the last line of the proof uses $c^2=\kappa^2$.

```lean
/-- On a segment where the cusp function is the single exponential `exp (c (x - R))` with
`c² = κ²`, it solves the free equation at energy `-κ²`. -/
theorem cusp_segment {κ c : ℝ} (hc : c ^ 2 = κ ^ 2)
    (h : ∀ y ∈ Icc a b, -κ * |y - R| = c * (y - R)) :
    IsSolutionOn (fun _ => 0) (-κ ^ 2) a b (cusp κ R)
      (fun x => c * Real.exp (c * (x - R))) := by
  have hexp : ∀ x : ℝ, HasDerivAt (fun y => Real.exp (c * (y - R)))
      (c * Real.exp (c * (x - R))) x := fun x =>
    ((((hasDerivAt_id' x).sub_const R).const_mul c).exp).congr_deriv (by ring)
  have heq : ∀ y ∈ Icc a b, cusp κ R y = Real.exp (c * (y - R)) := by
    intro y hy
    rw [cusp, h y hy]
  refine ⟨fun x hx => (hexp x).hasDerivWithinAt.congr heq (heq x hx), fun x hx => ?_⟩
  refine (((hexp x).const_mul c).congr_deriv ?_).hasDerivWithinAt
  rw [heq x hx]
  linear_combination Real.exp (c * (x - R)) * hc
```

Inside, $|x-R|=R-x$ and $c=\kappa$; outside, $|x-R|=x-R$ and $c=-\kappa$. The slopes are

$$p(x)=\kappa e^{\kappa(x-R)},\qquad q(x)=-\kappa e^{-\kappa(x-R)} .$$

The two halves of `cusp_witness` resolve the absolute value accordingly.

```lean
/-- The cusp function solves the free equation at energy `-κ²` on `[0, R]` and on `[R, L]`,
with slopes `κ exp (κ (x - R))` and `-κ exp (-κ (x - R))`. -/
theorem cusp_witness (κ R L : ℝ) :
    IsSolutionOn (fun _ => 0) (-κ ^ 2) 0 R (cusp κ R)
        (fun x => κ * Real.exp (κ * (x - R))) ∧
      IsSolutionOn (fun _ => 0) (-κ ^ 2) R L (cusp κ R)
        (fun x => -κ * Real.exp (-κ * (x - R))) := by
  constructor
  · refine cusp_segment rfl fun y hy => ?_
    rw [abs_of_nonpos (sub_nonpos.2 hy.2)]
    ring
  · refine cusp_segment (by ring) fun y hy => ?_
    rw [abs_of_nonneg (sub_nonneg.2 hy.1)]
```

At the matching radius $p(R)=\kappa$ and $q(R)=-\kappa$, so for every admissible test function

$$\int_0^L\bigl(f'g'+\kappa^2fg\bigr)\,dx=2\kappa\,g(R).$$

For $\kappa\neq0$ the source is nonzero, and the cusp is not a weak solution of the free equation on $[0,L]$, although it solves that equation on both sides of $R$. For $\kappa=0$ it is the constant function $1$, which has no kink. The proof inserts the two slopes into `kink_surface_source` and evaluates the exponentials at $x=R$.

```lean
/-- For the cusp function at energy `-κ²` in zero potential, the weak form with a test
function vanishing at `0` and `L` equals `2 κ g(R)`. -/
theorem cusp_surface_source (κ : ℝ) (hR : 0 < R) (hL : R < L)
    (hg : IsC1On g dg 0 L) (g0 : g 0 = 0) (gL : g L = 0) :
    weakForm (fun _ => 0) (-κ ^ 2) 0 L (cusp κ R) g = 2 * κ * g R := by
  rw [kink_surface_source hR hL continuousOn_const (cusp_witness κ R L).1
    (cusp_witness κ R L).2 hg g0 gL]
  simp only [sub_self, mul_zero, Real.exp_zero]
  ring

end

end KinkSurfaceSource
```

```lean
#print axioms KinkSurfaceSource.kink_surface_source
#print axioms KinkSurfaceSource.many_kinks_green
#print axioms KinkSurfaceSource.weak_solution_iff_no_kink
#print axioms KinkSurfaceSource.cusp_surface_source
```

```
'KinkSurfaceSource.kink_surface_source' depends on axioms: [propext, Classical.choice, Quot.sound]
'KinkSurfaceSource.many_kinks_green' depends on axioms: [propext, Classical.choice, Quot.sound]
'KinkSurfaceSource.weak_solution_iff_no_kink' depends on axioms: [propext, Classical.choice, Quot.sound]
'KinkSurfaceSource.cusp_surface_source' depends on axioms: [propext, Classical.choice, Quot.sound]
```
